# The axial potential fixes every coefficient of a rotationally symmetric polynomial solution of Laplace's equation

To trace electrons through a round electrostatic lens, one can fit the potential on the optical axis by a polynomial \(V(z)\) and compute the off-axis field from derivatives of the fit. With \(r^2=x^2+y^2\), the first terms are

\[
\varphi = V(z)-\tfrac14 V''(z)\,r^2+\dots,\qquad
E_r=-\frac{\partial\varphi}{\partial r}=\tfrac12 V''(z)\,r-\dots
\]

This step needs \(V\) to determine the whole potential. It does so for solutions of Laplace's equation of the form \(\sum_k a_k(z)(x^2+y^2)^k\) with finitely many nonzero real polynomials \(a_k\): a potential of this form is harmonic in \(\mathbb R^3\) if and only if

\[
a_k=\frac{(-1)^k}{4^k(k!)^2}\,a_0^{(2k)}\qquad\text{for every } k\ge 0,
\]

where \(a_0^{(2k)}\) is the derivative of order \(2k\). The derivation works with Mathlib's polynomials and derivatives.

```lean
import Mathlib

open Polynomial

namespace ParaxialExpansion

noncomputable section
```

## A round potential in charge-free space

The potential is

\[
\varphi(x,y,z)=\sum_k a_k(z)\,(x^2+y^2)^k .
\]

The family \(a\) has type `ℕ →₀ ℝ[X]`: it assigns a real polynomial in \(z\) to each index and is zero at all but finitely many. The sum runs over `a.support`, the indices with \(a_k\neq0\). Rotational symmetry about the \(z\)-axis is built into this form.

```lean
/-- The rotationally symmetric potential `∑ a_k(z) (x² + y²)^k`, with finitely many nonzero
polynomials `a_k`. -/
def potential (a : ℕ →₀ ℝ[X]) (x y z : ℝ) : ℝ :=
  ∑ k ∈ a.support, (a k).eval z * (x ^ 2 + y ^ 2) ^ k
```

The Laplacian is written in Cartesian coordinates,

\[
\nabla^2 f=\frac{\partial^2 f}{\partial x^2}+\frac{\partial^2 f}{\partial y^2}+\frac{\partial^2 f}{\partial z^2},
\]

and each term is an ordinary second derivative in one variable with the other two held fixed.

```lean
/-- The Laplacian in Cartesian coordinates: the sum of the three second partial derivatives. -/
def laplacian (f : ℝ → ℝ → ℝ → ℝ) (x y z : ℝ) : ℝ :=
  deriv (deriv fun t => f t y z) x + deriv (deriv fun t => f x t z) y
    + deriv (deriv fun t => f x y t) z
```

Electrostatics without space charge requires \(\nabla^2\varphi=0\). Here the equation is imposed at every point of space, so electrodes and their boundary conditions do not enter.

```lean
/-- The Laplace equation holds at every point of space. -/
def IsHarmonic (f : ℝ → ℝ → ℝ → ℝ) : Prop :=
  ∀ x y z, laplacian f x y z = 0
```

The numerical factors of the expansion are

\[
c_k=\frac{(-1)^k}{4^k(k!)^2},\qquad c_0=1,\quad c_1=-\tfrac14,\quad c_2=\tfrac1{64}.
\]

```lean
/-- The numerical factor `(-1)^k / (4^k (k!)²)` of the paraxial expansion. -/
def paraxialCoeff (k : ℕ) : ℝ :=
  (-1) ^ k / (4 ^ k * (k.factorial : ℝ) ^ 2)
```

## The Laplacian as a polynomial in \(s=x^2+y^2\)

At a fixed height \(z\), the potential is a polynomial in the single variable \(s\),

\[
Q(s)=\sum_k a_k(z)\,s^k .
\]

The axial part of the Laplacian is the similar polynomial \(\sum_k a_k''(z)s^k\). Both are instances of `radialPoly a f`, the sum of the terms \(f(a_k)s^k\) over the support of \(a\): in the first case \(f\) evaluates a polynomial at \(z\), and in the second it evaluates the second derivative there.

```lean
/-- The polynomial `∑ f (a_k) s^k` in one variable `s`, summed over the indices with `a_k ≠ 0`. -/
def radialPoly (a : ℕ →₀ ℝ[X]) (f : ℝ[X] → ℝ) : ℝ[X] :=
  ∑ k ∈ a.support, C (f (a k)) * X ^ k
```

With these two polynomials, the Laplacian at height \(z\) should be

\[
L_z(s)=4s\,Q''(s)+4Q'(s)+\sum_k a_k''(z)\,s^k ,
\]

where primes on \(Q\) denote derivatives in \(s\). This is first a definition; its agreement with the Cartesian Laplacian is derived below.

```lean
/-- The Laplacian of the potential at height `z`, as a polynomial in `s = x² + y²`. -/
def laplacePoly (a : ℕ →₀ ℝ[X]) (z : ℝ) : ℝ[X] :=
  C 4 * (X * derivative (derivative (radialPoly a fun p => p.eval z)))
    + C 4 * derivative (radialPoly a fun p => p.eval z)
    + radialPoly a fun p => (derivative (derivative p)).eval z
```

The coefficient of \(s^n\) in \(\sum_k f(a_k)s^k\) is \(f(a_n)\). For an index outside the support this requires \(f(0)=0\), which both choices of \(f\) satisfy.

```lean
lemma radialPoly_coeff (a : ℕ →₀ ℝ[X]) (f : ℝ[X] → ℝ) (hf : f 0 = 0) (n : ℕ) :
    (radialPoly a f).coeff n = f (a n) := by
  classical
  simp only [radialPoly, Polynomial.finsetSum_coeff, coeff_C_mul, coeff_X_pow, mul_ite, mul_one,
    mul_zero, Finset.sum_ite_eq]
  split_ifs with h
  · rfl
  · rw [Finsupp.notMem_support_iff.mp h, hf]
```

Substituting \(s=x^2+y^2\) in \(Q\) returns the potential: \(\varphi(x,y,z)=Q(x^2+y^2)\).

```lean
lemma potential_eq (a : ℕ →₀ ℝ[X]) (x y z : ℝ) :
    potential a x y z = (radialPoly a fun p => p.eval z).eval (x ^ 2 + y ^ 2) := by
  simp only [potential, radialPoly, Polynomial.eval_finsetSum, eval_mul, eval_C, eval_pow, eval_X]
```

For a transverse derivative, hold \(c=y^2\) fixed and apply the chain rule twice:

\[
\frac{d}{dx}Q(x^2+c)=2x\,Q'(x^2+c),\qquad
\frac{d^2}{dx^2}Q(x^2+c)=4x^2Q''(x^2+c)+2Q'(x^2+c).
\]

In the proof, `h` is the chain rule for an arbitrary polynomial. It is used once for \(Q\) and once for \(Q'\), the second time together with the product rule.

```lean
/-- The second derivative along one transverse direction of a polynomial in `t² + c`. -/
lemma deriv_deriv_radial (Q : ℝ[X]) (c x : ℝ) :
    deriv (deriv fun t => Q.eval (t ^ 2 + c)) x
      = 4 * x ^ 2 * (derivative (derivative Q)).eval (x ^ 2 + c)
        + 2 * (derivative Q).eval (x ^ 2 + c) := by
  have h : ∀ (P : ℝ[X]) (t : ℝ), HasDerivAt (fun t => P.eval (t ^ 2 + c))
      ((derivative P).eval (t ^ 2 + c) * (2 * t)) t := by
    intro P t
    have h1 : HasDerivAt (fun t : ℝ => t ^ 2 + c) (2 * t) t :=
      ((hasDerivAt_pow 2 t).add_const c).congr_deriv (by norm_num)
    exact (P.hasDerivAt (t ^ 2 + c)).comp t h1
  have e : (deriv fun t => Q.eval (t ^ 2 + c))
      = fun t => (derivative Q).eval (t ^ 2 + c) * (2 * t) := funext fun t => (h Q t).deriv
  have h2 : HasDerivAt (fun t : ℝ => 2 * t) 2 x :=
    ((hasDerivAt_id' x).const_mul (2 : ℝ)).congr_deriv (by norm_num)
  rw [e, ((h (derivative Q) x).fun_mul h2).deriv]
  ring
```

The \(y\)-derivative has the same form with \(x\) and \(y\) exchanged. Adding the two gives

\[
4(x^2+y^2)Q''+4Q'=4sQ''+4Q'.
\]

Along \(z\), the powers of \(s\) are constants, so the second derivative acts on each \(a_k\) separately. Hence

\[
\nabla^2\varphi(x,y,z)=L_z(x^2+y^2).
\]

The statements `hx`, `hy` and `hz` rewrite the potential as a function of one coordinate at a time, `hd` and `hR` compute the axial part, and `ring` collects the terms.

```lean
/-- The Laplacian of the potential depends on `x` and `y` only through `x² + y²`, as the
polynomial `laplacePoly`. -/
theorem laplacian_potential (a : ℕ →₀ ℝ[X]) (x y z : ℝ) :
    laplacian (potential a) x y z = (laplacePoly a z).eval (x ^ 2 + y ^ 2) := by
  have hx : (fun t => potential a t y z)
      = fun t => (radialPoly a fun p => p.eval z).eval (t ^ 2 + y ^ 2) :=
    funext fun t => potential_eq a t y z
  have hy : (fun t => potential a x t z)
      = fun t => (radialPoly a fun p => p.eval z).eval (t ^ 2 + x ^ 2) := by
    funext t
    rw [potential_eq, add_comm (x ^ 2) (t ^ 2)]
  -- for fixed `x` and `y` the potential is a polynomial in the third coordinate
  have hz : (fun t => potential a x y t)
      = fun t => (∑ k ∈ a.support, ((x ^ 2 + y ^ 2) ^ k) • a k).eval t := by
    funext t
    simp only [potential, Polynomial.eval_finsetSum, eval_smul, smul_eq_mul]
    exact Finset.sum_congr rfl fun k _ => mul_comm _ _
  have hd : ∀ P : ℝ[X], deriv (deriv fun t => P.eval t) z
      = (derivative (derivative P)).eval z := by
    intro P
    have e : (deriv fun t => P.eval t) = fun t => (derivative P).eval t :=
      funext fun t => (P.hasDerivAt t).deriv
    rw [e]
    exact ((derivative P).hasDerivAt z).deriv
  have hR : (derivative (derivative (∑ k ∈ a.support, ((x ^ 2 + y ^ 2) ^ k) • a k))).eval z
      = (radialPoly a fun p => (derivative (derivative p)).eval z).eval (x ^ 2 + y ^ 2) := by
    simp only [radialPoly, map_sum, derivative_smul, Polynomial.eval_finsetSum, eval_smul, smul_eq_mul,
      eval_mul, eval_C, eval_pow, eval_X]
    exact Finset.sum_congr rfl fun k _ => mul_comm _ _
  show deriv (deriv fun t => potential a t y z) x + deriv (deriv fun t => potential a x t z) y
    + deriv (deriv fun t => potential a x y t) z = _
  rw [hx, hy, hz, deriv_deriv_radial, deriv_deriv_radial, hd, hR, add_comm (y ^ 2) (x ^ 2)]
  simp only [laplacePoly, eval_add, eval_mul, eval_C, eval_X]
  ring
```

## From Laplace's equation to a recursion

In \(L_z\), the term \(4sQ''\) contributes \(4(n+1)n\,a_{n+1}(z)\) to the coefficient of \(s^n\), and \(4Q'\) contributes \(4(n+1)a_{n+1}(z)\). Together with the axial part,

\[
[s^n]\,L_z=4(n+1)^2a_{n+1}(z)+a_n''(z).
\]

The proof treats \(n=0\) separately, since \(sQ''\) has no constant term.

```lean
/-- The coefficient of `(x² + y²)^n` in the Laplacian is `4(n+1)² a_{n+1}(z) + a_n''(z)`. -/
theorem laplacePoly_coeff (a : ℕ →₀ ℝ[X]) (z : ℝ) (n : ℕ) :
    (laplacePoly a z).coeff n = 4 * ((n : ℝ) + 1) ^ 2 * (a (n + 1)).eval z
      + (derivative (derivative (a n))).eval z := by
  have h1 := radialPoly_coeff a (fun p => p.eval z) (by simp)
  have h2 := radialPoly_coeff a (fun p => (derivative (derivative p)).eval z) (by simp)
  cases n with
  | zero =>
    simp only [laplacePoly, coeff_add, coeff_C_mul, coeff_X_mul_zero, coeff_derivative, h1, h2]
    push_cast
    ring
  | succ m =>
    simp only [laplacePoly, coeff_add, coeff_C_mul, coeff_X_mul, coeff_derivative, h1, h2]
    push_cast
    ring
```

Suppose that \(\varphi\) is harmonic. For any \(s\ge0\), the point \((\sqrt s,0,z)\) lies in space and has \(x^2+y^2=s\), so \(L_z(s)=0\). A polynomial with infinitely many roots is zero, and therefore every coefficient of \(L_z\) vanishes. As this holds at every \(z\), it is an identity between polynomials:

\[
4(k+1)^2a_{k+1}+a_k''=0\qquad(k\ge0).
\]

Conversely, the recursion makes every coefficient of \(L_z\) zero, and then the Laplacian vanishes everywhere. In the Lean statement, `•` multiplies a polynomial by a real number.

```lean
/-- The potential is harmonic exactly when `4(k+1)² a_{k+1} + a_k'' = 0` for every `k`. -/
theorem isHarmonic_iff_recursion (a : ℕ →₀ ℝ[X]) :
    IsHarmonic (potential a) ↔
      ∀ k : ℕ, (4 * ((k : ℝ) + 1) ^ 2) • a (k + 1) + derivative (derivative (a k)) = 0 := by
  constructor
  · intro h k
    refine Polynomial.funext fun z => ?_
    -- a polynomial in `s` that vanishes for all `s ≥ 0` is zero
    have hW : laplacePoly a z = 0 := by
      refine eq_zero_of_infinite_isRoot _ ((Set.Ici_infinite (0 : ℝ)).mono fun s hs => ?_)
      have h0 := h (Real.sqrt s) 0 z
      rw [laplacian_potential, Real.sq_sqrt hs] at h0
      simpa using h0
    have hc := laplacePoly_coeff a z k
    rw [hW, coeff_zero] at hc
    simp only [eval_add, eval_smul, smul_eq_mul, eval_zero]
    exact hc.symm
  · intro h x y z
    have hW : laplacePoly a z = 0 := by
      ext n
      have hn := congrArg (fun p => p.eval z) (h n)
      simp only [eval_add, eval_smul, smul_eq_mul, eval_zero] at hn
      rw [laplacePoly_coeff, hn, coeff_zero]
    rw [laplacian_potential, hW, eval_zero]
```

## Solving the recursion

The factors \(c_k\) satisfy a matching recursion. Since \((k+1)!=(k+1)\,k!\),

\[
4(k+1)^2c_{k+1}
=\frac{4(k+1)^2(-1)^{k+1}}{4^{k+1}(k+1)^2(k!)^2}
=-c_k .
\]

```lean
lemma paraxialCoeff_succ (k : ℕ) :
    4 * ((k : ℝ) + 1) ^ 2 * paraxialCoeff (k + 1) = -paraxialCoeff k := by
  have h1 : (k.factorial : ℝ) ≠ 0 := by positivity
  have h2 : (k : ℝ) + 1 ≠ 0 := by positivity
  unfold paraxialCoeff
  rw [Nat.factorial_succ, pow_succ (-1 : ℝ) k, pow_succ (4 : ℝ) k]
  push_cast
  field_simp
```

Two more derivatives raise the order from \(2k\) to \(2(k+1)\):

\[
V^{(2(k+1))}=\bigl(V^{(2k)}\bigr)'' .
\]

Lean writes \(V^{(2k)}\) as `derivative^[2 * k] V`, the derivative applied \(2k\) times.

```lean
lemma iterate_two_succ (V : ℝ[X]) (k : ℕ) :
    derivative^[2 * (k + 1)] V = derivative (derivative (derivative^[2 * k] V)) := by
  rw [show 2 * (k + 1) = 2 * k + 1 + 1 by ring, Function.iterate_succ_apply',
    Function.iterate_succ_apply']
```

The formula \(a_k=c_k\,a_0^{(2k)}\) now follows by induction. For \(k=0\) it reads \(a_0=a_0\). If it holds for \(k\), then

\[
4(k+1)^2a_{k+1}=-a_k''=-c_k\,a_0^{(2k+2)}=4(k+1)^2c_{k+1}\,a_0^{(2k+2)},
\]

and division by the nonzero number \(4(k+1)^2\) gives the formula for \(k+1\). In the proof, `h0` states that \(4(k+1)^2\) times the difference of the two sides is zero, and `hq` allows the factor to be removed.

For the converse, insert the formula into the recursion:

\[
4(k+1)^2c_{k+1}\,a_0^{(2k+2)}+c_k\,a_0^{(2k+2)}=(-c_k+c_k)\,a_0^{(2k+2)}=0 .
\]

```lean
/-- Paraxial expansion: the potential `∑ a_k(z) (x² + y²)^k` is harmonic if and only if
`a_k = (-1)^k / (4^k (k!)²) · a_0^(2k)` for every `k`. -/
theorem isHarmonic_iff_paraxial (a : ℕ →₀ ℝ[X]) :
    IsHarmonic (potential a) ↔
      ∀ k : ℕ, a k = paraxialCoeff k • derivative^[2 * k] (a 0) := by
  rw [isHarmonic_iff_recursion]
  constructor
  · intro h k
    induction k with
    | zero => simp [paraxialCoeff]
    | succ k ih =>
      have hr := h k
      rw [ih, derivative_smul, derivative_smul, ← iterate_two_succ] at hr
      have hq : 4 * ((k : ℝ) + 1) ^ 2 ≠ 0 := by positivity
      -- the recursion fixes `a_{k+1}` after division by `4(k+1)²`
      have h0 : (4 * ((k : ℝ) + 1) ^ 2) •
          (a (k + 1) - paraxialCoeff (k + 1) • derivative^[2 * (k + 1)] (a 0)) = 0 := by
        rw [smul_sub, smul_smul, paraxialCoeff_succ, neg_smul, sub_neg_eq_add]
        exact hr
      exact sub_eq_zero.mp ((smul_eq_zero.mp h0).resolve_left hq)
  · intro h k
    rw [h (k + 1), h k, derivative_smul, derivative_smul, ← iterate_two_succ, smul_smul,
      paraxialCoeff_succ, neg_smul, neg_add_cancel]
```

## What the axis determines

At \(x=y=0\) only the term \(k=0\) survives, so \(\varphi(0,0,z)=a_0(z)\). The coefficient \(a_0\) is thus the potential on the optical axis.

```lean
/-- On the optical axis the potential equals `a_0(z)`. -/
theorem potential_axis (a : ℕ →₀ ℝ[X]) (z : ℝ) : potential a 0 0 z = (a 0).eval z := by
  rw [potential_eq, show (0 : ℝ) ^ 2 + 0 ^ 2 = 0 by norm_num, ← coeff_zero_eq_eval_zero]
  exact radialPoly_coeff a (fun p => p.eval z) (by simp) 0
```

Let two harmonic potentials of this form, with coefficients \(a_k\) and \(b_k\), agree at every point of the axis. Then \(a_0\) and \(b_0\) have equal values everywhere and are the same polynomial, and

\[
a_k=c_k\,a_0^{(2k)}=c_k\,b_0^{(2k)}=b_k .
\]

The assumed symmetry matters here: the harmonic function \(x^2-y^2\) is zero on the whole axis without being zero in space.

```lean
/-- Two harmonic potentials of this form that agree on the axis have the same coefficients. -/
theorem eq_of_axis_eq (a b : ℕ →₀ ℝ[X]) (ha : IsHarmonic (potential a))
    (hb : IsHarmonic (potential b)) (h : ∀ z, potential a 0 0 z = potential b 0 0 z) :
    a = b := by
  have h0 : a 0 = b 0 := Polynomial.funext fun z => by
    rw [← potential_axis, ← potential_axis, h z]
  ext1 k
  rw [(isHarmonic_iff_paraxial a).mp ha k, (isHarmonic_iff_paraxial b).mp hb k, h0]
```

## A harmonic extension for every polynomial on the axis

Any real polynomial \(V\) can be prescribed on the axis. Take \(a_k=c_kV^{(2k)}\). If \(V\) has degree \(d\), these coefficients vanish once \(2k>d\), so the family is finite. The Lean definition uses the simpler bound \(k\le d\) for the indices that may be nonzero.

```lean
/-- The coefficients `(-1)^k / (4^k (k!)²) · V^(2k)` built from an axial potential `V`. -/
def paraxialSeries (V : ℝ[X]) : ℕ →₀ ℝ[X] :=
  Finsupp.onFinset (Finset.range (V.natDegree + 1))
    (fun k => paraxialCoeff k • derivative^[2 * k] V) (by
      intro k hk
      by_contra hn
      rw [Finset.mem_range] at hn
      exact hk (by
        show paraxialCoeff k • derivative^[2 * k] V = 0
        rw [iterate_derivative_eq_zero (by omega), smul_zero]))
```

Since \(a_0=c_0V=V\), the coefficients have the form \(c_k\,a_0^{(2k)}\), and the equivalence shows that the potential is harmonic. Its value on the axis is \(a_0(z)=V(z)\).

```lean
/-- For every polynomial `V`, the potential with coefficients `paraxialSeries V` is harmonic
and equals `V` on the axis. -/
theorem paraxialSeries_witness (V : ℝ[X]) :
    IsHarmonic (potential (paraxialSeries V)) ∧
      ∀ z, potential (paraxialSeries V) 0 0 z = V.eval z := by
  have hk : ∀ k, paraxialSeries V k = paraxialCoeff k • derivative^[2 * k] V := fun _ => rfl
  have h0 : paraxialSeries V 0 = V := by
    rw [hk]
    simp [paraxialCoeff]
  refine ⟨(isHarmonic_iff_paraxial _).mpr fun k => ?_, fun z => ?_⟩
  · rw [h0, hk]
  · rw [potential_axis, h0]

end

end ParaxialExpansion
```

```lean
#print axioms ParaxialExpansion.laplacian_potential
-- 'ParaxialExpansion.laplacian_potential' depends on axioms: [propext, Classical.choice, Quot.sound]
#print axioms ParaxialExpansion.eq_of_axis_eq
-- 'ParaxialExpansion.eq_of_axis_eq' depends on axioms: [propext, Classical.choice, Quot.sound]
```

## The quartic axial potential \(V(z)=z^4\)

In dimensionless units, let \(V=z^4\). Then \(V''=12z^2\) and \(V^{(4)}=24\), so

\[
a_0=z^4,\qquad a_1=-\tfrac14\cdot12z^2=-3z^2,\qquad a_2=\tfrac1{64}\cdot24=\tfrac38,
\]

and all later coefficients are zero. The potential is

\[
\varphi=z^4-3z^2s+\tfrac38s^2,\qquad s=x^2+y^2 .
\]

The transverse derivatives turn \(s\) into \(4\) and \(s^2\) into \(16s\), which gives \(-12z^2+6s\). The axial derivative gives \(12z^2-6s\), and the sum is zero. At \((x,y,z)=(1,0,2)\) the potential is \(16-12+0.375=4.375\), whereas stopping after the \(r^2\) term gives \(4\).

## Polynomial fits and real lenses

For a polynomial axial potential the expansion terminates, and the full sum satisfies Laplace's equation at any distance from the axis. Discarding higher powers of \(r\) whose coefficients are nonzero makes the potential approximate. The axial potential of a real lens is generally not a polynomial. The series then has infinitely many terms, and its convergence, like the error caused by a polynomial fit, is a separate question that the theorems above do not address.
